# A known, separated reference scatterer fixes a finite complex density from its diffraction intensity

Let $a_0,\dots,a_{n-1}$ be complex scattering densities on the integer sites $M,\dots,M+n-1$, with $M\ge n\ge 1$, and let a known scatterer of strength $r\neq 0$ sit at the origin. The intensity

$$I_a(q)=\Big|\,r+\sum_{j=0}^{n-1}a_j\,e^{\mathrm i q(M+j)}\Big|^2,\qquad q\in\mathbb R,$$

then determines every $a_j$, phase included. The $N$ wavenumbers $q_k=2\pi k/N$, $k=0,\dots,N-1$, are enough once $N\ge 2(M+n)-1$, and the density is given explicitly by

$$a_l=\frac{1}{N\bar r}\sum_{k=0}^{N-1}I_a(q_k)\,e^{-\mathrm i q_k(M+l)} .$$

This is the principle of Fourier-transform holography, for a one-dimensional finite chain with single scattering, a point-like reference and noise-free data.

## Isolating one site by a Fourier sum

Multiplying the amplitude by its conjugate gives four terms:

$$I_a(q)=|r|^2+\sum_j\bar r a_j e^{\mathrm i q(M+j)}+\sum_j r\bar a_j e^{-\mathrm i q(M+j)}+\sum_{j,i}a_j\bar a_i e^{\mathrm i q(j-i)} .$$

Here the upright $\mathrm i$ is the imaginary unit and the italic $i$ is a site index. The terms are the background, the interference with the reference, its conjugate, and the autocorrelation of the object, in which the offset $M$ has cancelled.

Plane waves are orthogonal on the grid. For an integer $d$ with $0<|d|<N$, put $\omega=e^{2\pi\mathrm i d/N}$. Then $\omega^N=1$ but $\omega\ne1$, so

$$\sum_{k=0}^{N-1}e^{\mathrm i q_k d}=\sum_{k=0}^{N-1}\omega^k=\frac{\omega^N-1}{\omega-1}=0 .$$

For $d=0$ the sum is $N$.

Now multiply $I_a(q_k)$ by $e^{-\mathrm i q_k(M+l)}$ and sum over $k$. The frequencies that occur are:

- background: $-(M+l)$, which is negative;
- interference: $j-l$, which vanishes only for $j=l$;
- conjugate term: $-(2M+j+l)$, which is negative;
- autocorrelation: $j-i-M-l$, which is negative because $j-i\le n-1<M$.

The largest modulus is at most $2M+2(n-1)=2(M+n)-2<N$. Every non-zero frequency therefore sums to zero, and what remains is $N\bar r a_l$. Division by $N\bar r$ gives the formula. If $I_a=I_b$ at all real $q$, the formula returns the same values for both densities, so $a=b$.

## One site, and two ways to lose uniqueness

For $n=M=1$, three measurements suffice:

$$a_0=\frac{1}{3\bar r}\sum_{k=0}^{2}I_a(2\pi k/3)\,e^{-2\pi\mathrm i k/3}.$$

With $r=0$ uniqueness fails even here: $a_0=1$ and $a_0=-1$ both give intensity $1$ at every $q$.

The separation $n\le M$ cannot be relaxed to $n\le M+1$. Take $n=2$, $M=1$, $r=1$ and the densities $(\mathrm i,1)$ and $(-\mathrm i,1)$. Their amplitudes are

$$1\pm\mathrm i e^{\mathrm i q}+e^{2\mathrm i q}=e^{\mathrm i q}(2\cos q\pm\mathrm i),$$

so both intensities equal $4\cos^2q+1$. The autocorrelation now reaches frequency $1$, where it overlaps the interference term of the first site.

## The chain and its intensity in Lean

```lean
import Mathlib

open ComplexConjugate

namespace ReferencePhaseRetrieval

noncomputable section
```

The plane-wave factor takes a real wavenumber and an integer position, in units of the lattice spacing.

```lean
/-- The plane-wave factor `exp(iqd)` at wavenumber `q` and integer position `d`. -/
def phase (q : ℝ) (d : ℤ) : ℂ := Complex.exp (((q * d : ℝ) : ℂ) * Complex.I)
```

A density is a function `a : Fin n → ℂ`, whose index `j` runs from $0$ to $n-1$ and stands for the site $M+j$. The reference `r` is a complex number independent of $q$: it models a point scatterer whose strength and phase are both known.

```lean
/-- The scattering amplitude of a reference `r` at the origin together with a density `a`
on the sites `M, ..., M + n - 1`. -/
def amplitude {n : ℕ} (r : ℂ) (M : ℕ) (a : Fin n → ℂ) (q : ℝ) : ℂ :=
  r + ∑ j, a j * phase q ((M : ℤ) + ((j : ℕ) : ℤ))
```

The intensity is a real number, without noise or an unknown overall scale.

```lean
/-- The measured intensity, the squared modulus of the scattering amplitude. -/
def intensity {n : ℕ} (r : ℂ) (M : ℕ) (a : Fin n → ℂ) (q : ℝ) : ℝ :=
  ‖amplitude r M a q‖ ^ 2
```

The grid covers one period of the intensity.

```lean
/-- The `k`-th wavenumber `2πk/N` of a grid of `N ≥ 1` equally spaced measurements. -/
def sample (N k : ℕ) : ℝ := 2 * Real.pi * k / N
```

## Four terms and orthogonality on the grid

Two rules for plane waves carry the algebra: positions add under multiplication, and conjugation reverses the position.

```lean
/-- Plane-wave factors multiply when positions are added. -/
theorem phase_add (q : ℝ) (d e : ℤ) : phase q (d + e) = phase q d * phase q e := by
  unfold phase
  rw [← Complex.exp_add]
  congr 1
  push_cast
  ring

/-- Complex conjugation of a plane-wave factor reverses the position. -/
theorem phase_conj (q : ℝ) (d : ℤ) : conj (phase q d) = phase q (-d) := by
  unfold phase
  rw [← Complex.exp_conj]
  congr 1
  simp
```

The next theorem is the four-term expansion. In its proof, `h` writes the squared norm as amplitude times conjugate, and `hs` factors the autocorrelation into two single sums by restoring the cancelled offset. The product is then multiplied out.

```lean
/-- The intensity is the sum of the reference background, the interference term, its
conjugate, and the autocorrelation of the object. -/
theorem hologram {n : ℕ} (r : ℂ) (M : ℕ) (a : Fin n → ℂ) (q : ℝ) :
    (intensity r M a q : ℂ) = r * conj r
      + ∑ j, conj r * a j * phase q ((M : ℤ) + ((j : ℕ) : ℤ))
      + ∑ j, r * conj (a j) * phase q (-((M : ℤ) + ((j : ℕ) : ℤ)))
      + ∑ j, ∑ i, a j * conj (a i) * phase q (((j : ℕ) : ℤ) - ((i : ℕ) : ℤ)) := by
  have h : (intensity r M a q : ℂ) = amplitude r M a q * conj (amplitude r M a q) := by
    rw [Complex.mul_conj, Complex.normSq_eq_norm_sq, intensity]
  -- the common offset `M` cancels in the autocorrelation
  have hs : ∑ j, ∑ i, a j * conj (a i) * phase q (((j : ℕ) : ℤ) - ((i : ℕ) : ℤ))
      = (∑ j, a j * phase q ((M : ℤ) + ((j : ℕ) : ℤ)))
        * ∑ i, conj (a i) * phase q (-((M : ℤ) + ((i : ℕ) : ℤ))) := by
    rw [Finset.sum_mul_sum]
    refine Finset.sum_congr rfl fun j _ => Finset.sum_congr rfl fun i _ => ?_
    have e : ((j : ℕ) : ℤ) - ((i : ℕ) : ℤ)
        = ((M : ℤ) + ((j : ℕ) : ℤ)) + -((M : ℤ) + ((i : ℕ) : ℤ)) := by ring
    rw [e, phase_add]
    ring
  rw [h, hs]
  simp only [amplitude, map_add, map_sum, map_mul, phase_conj, mul_assoc, ← Finset.mul_sum]
  ring
```

In the orthogonality lemma, `phase (sample N 1) d` is the $\omega$ of the derivation. The steps `hpow` and `hone` state that the plane-wave factor at the $k$-th grid wavenumber is $\omega^k$ and that $\omega^N=1$. For `hne`, $\omega=1$ would force $d=mN$ with an integer $m$, which is impossible for $0<|d|<N$. The geometric sum finishes the argument.

```lean
/-- A plane wave of non-zero integer frequency smaller than `N` in modulus sums to zero over
the `N` grid wavenumbers. -/
theorem sum_phase (N : ℕ) (d : ℤ) (hd : d ≠ 0) (hN : |d| < N) :
    ∑ k ∈ Finset.range N, phase (sample N k) d = 0 := by
  have hb := abs_lt.mp hN
  have hN0 : (N : ℂ) ≠ 0 := by
    have : N ≠ 0 := by omega
    exact_mod_cast this
  have hpow : ∀ k : ℕ, phase (sample N k) d = phase (sample N 1) d ^ k := by
    intro k
    unfold phase sample
    rw [← Complex.exp_nat_mul]
    congr 1
    push_cast
    ring
  have hone : phase (sample N 1) d ^ N = 1 := by
    rw [← hpow]
    unfold phase sample
    refine Complex.exp_eq_one_iff.mpr ⟨d, ?_⟩
    push_cast
    rw [mul_div_assoc, div_self hN0]
    ring
  have hne : phase (sample N 1) d ≠ 1 := by
    intro h
    unfold phase sample at h
    obtain ⟨m, hm⟩ := Complex.exp_eq_one_iff.mp h
    push_cast at hm
    have hi : (N : ℂ) * (N : ℂ)⁻¹ = 1 := mul_inv_cancel₀ hN0
    have hc : (d : ℂ) = m * N := by
      apply mul_right_cancel₀ Complex.two_pi_I_ne_zero
      linear_combination (N : ℂ) * hm - 2 * (Real.pi : ℂ) * Complex.I * d * hi
    have hz : d = m * N := by exact_mod_cast hc
    rcases lt_trichotomy m 0 with h1 | h1 | h1
    · nlinarith
    · exact hd (by rw [hz, h1, zero_mul])
    · nlinarith
  -- geometric sum over the roots of unity
  have hg := geom_sum_mul (phase (sample N 1) d) N
  rw [hone, sub_self] at hg
  rw [Finset.sum_congr rfl fun k _ => hpow k]
  exact (mul_eq_zero.mp hg).resolve_right (sub_ne_zero.mpr hne)
```

## From projection to uniqueness

The hypothesis `2 * (M + n) ≤ N + 1` is the bound $N\ge 2(M+n)-1$ written without subtraction. Inside the proof, `hz` removes a term whose frequency differs from the chosen one, and `he` evaluates the term that matches. The helper `h4` splits the goal into the four contributions, in the order of the list above, and `omega` checks the frequency inequalities in each.

```lean
/-- If the object is separated from the reference, `n ≤ M`, and `N ≥ 2(M + n) - 1`, the
Fourier component of the sampled intensity at site `M + l` is `N conj(r) a(l)`. -/
theorem projection {n : ℕ} (r : ℂ) (M N : ℕ) (a : Fin n → ℂ) (hM : n ≤ M)
    (hN : 2 * (M + n) ≤ N + 1) (l : Fin n) :
    ∑ k ∈ Finset.range N, (intensity r M a (sample N k) : ℂ)
      * phase (sample N k) (-((M : ℤ) + ((l : ℕ) : ℤ))) = N * (conj r * a l) := by
  have hl := l.isLt
  have hz : ∀ (c : ℂ) (d x : ℤ), d ≠ x → |d + -x| < N →
      ∑ k ∈ Finset.range N, c * phase (sample N k) d * phase (sample N k) (-x) = 0 := by
    intro c d x h1 h2
    simp only [mul_assoc, ← phase_add, ← Finset.mul_sum]
    rw [sum_phase N _ (by omega) h2, mul_zero]
  have he : ∀ (c : ℂ) (x : ℤ),
      ∑ k ∈ Finset.range N, c * phase (sample N k) x * phase (sample N k) (-x) = N * c := by
    intro c x
    have h0 : ∀ q : ℝ, phase q 0 = 1 := by intro q; simp [phase]
    simp only [mul_assoc, ← phase_add, add_neg_cancel, h0, mul_one, Finset.sum_const,
      Finset.card_range, nsmul_eq_mul]
  simp only [hologram, add_mul, Finset.sum_mul, Finset.sum_add_distrib]
  have h4 : ∀ w x y z c : ℂ, w = 0 → x = c → y = 0 → z = 0 → w + x + y + z = c := by
    intro w x y z c h1 h2 h3 h4
    rw [h1, h2, h3, h4]
    ring
  -- only the interference term with `j = l` survives
  refine h4 _ _ _ _ _ ?_ ?_ ?_ ?_
  · rw [← Finset.mul_sum, sum_phase N _ (by omega) (by rw [abs_lt]; constructor <;> omega),
      mul_zero]
  · rw [Finset.sum_comm, Finset.sum_eq_single l]
    · exact he _ _
    · intro j _ hj
      have hj' : (j : ℕ) ≠ (l : ℕ) := fun h => hj (Fin.ext h)
      have := j.isLt
      exact hz _ _ _ (by omega) (by rw [abs_lt]; constructor <;> omega)
    · exact fun h => absurd (Finset.mem_univ l) h
  · rw [Finset.sum_comm]
    refine Finset.sum_eq_zero fun j _ => ?_
    have := j.isLt
    exact hz _ _ _ (by omega) (by rw [abs_lt]; constructor <;> omega)
  · rw [Finset.sum_comm]
    refine Finset.sum_eq_zero fun j _ => ?_
    rw [Finset.sum_comm]
    refine Finset.sum_eq_zero fun i _ => ?_
    have := j.isLt
    have := i.isLt
    exact hz _ _ _ (by omega) (by rw [abs_lt]; constructor <;> omega)
```

Since $r\ne0$, dividing by $N\bar r$ yields the reconstruction formula.

```lean
/-- For a non-zero reference, `n ≤ M` and `N ≥ 2(M + n) - 1`, the density at each site is an
explicit Fourier sum of the `N` sampled intensities. -/
theorem reconstruction {n : ℕ} (r : ℂ) (hr : r ≠ 0) (M N : ℕ) (a : Fin n → ℂ) (hM : n ≤ M)
    (hN : 2 * (M + n) ≤ N + 1) (l : Fin n) :
    a l = (∑ k ∈ Finset.range N, (intensity r M a (sample N k) : ℂ)
      * phase (sample N k) (-((M : ℤ) + ((l : ℕ) : ℤ)))) / (N * conj r) := by
  have hl := l.isLt
  have hN0 : (N : ℂ) ≠ 0 := by
    have : N ≠ 0 := by omega
    exact_mod_cast this
  have hc : conj r ≠ 0 := (map_ne_zero _).mpr hr
  rw [projection r M N a hM hN l, eq_div_iff (mul_ne_zero hN0 hc)]
  ring
```

Uniqueness compares two densities that share the same `r` and `M`. The hypothesis `h` supplies equal intensities at every real `q`, but the proof uses only the grid with $N=2(M+n)$, applying the reconstruction to both densities. The theorem also admits $n=0$, where there is nothing to determine.

```lean
/-- With a known non-zero reference at the origin and `n ≤ M`, two densities on the sites
`M, ..., M + n - 1` that give the same intensity at every real wavenumber are equal. -/
theorem reference_resolves_phase {n : ℕ} (r : ℂ) (hr : r ≠ 0) (M : ℕ) (hM : n ≤ M)
    (a b : Fin n → ℂ) (h : ∀ q : ℝ, intensity r M a q = intensity r M b q) : a = b := by
  funext l
  have hN : 2 * (M + n) ≤ 2 * (M + n) + 1 := Nat.le_succ _
  rw [reconstruction r hr M _ a hM hN l, reconstruction r hr M _ b hM hN l]
  simp only [h]
```

## Two sites placed too close to the reference

The last theorem is the two-site counter-example. The first part compares imaginary parts at site $1$ to show that the densities differ. For the second, `hamp` writes the amplitude as $1+sz+z^2$ with $z=e^{\mathrm i q}$ and $s=\pm\mathrm i$, and `key` shows that one amplitude is $z^2$ times the conjugate of the other. Since $|z|=1$, the intensities agree.

```lean
/-- Separation `M = n - 1` is not enough: for `n = 2`, `M = 1` and `r = 1`, the densities
`(i, 1)` and `(-i, 1)` differ but give the same intensity at every real wavenumber. -/
theorem separation_sharp :
    (![Complex.I, 1] : Fin 2 → ℂ) ≠ ![-Complex.I, 1] ∧
    ∀ q : ℝ, intensity 1 1 ![Complex.I, 1] q = intensity 1 1 ![-Complex.I, 1] q := by
  constructor
  · intro h
    have h1 := congrArg Complex.im (congrFun h 0)
    norm_num at h1
  · intro q
    have e : phase q 2 = phase q 1 ^ 2 := (phase_add q 1 1).trans (sq _).symm
    have hamp : ∀ s : ℂ, amplitude 1 1 ![s, 1] q
        = 1 + s * phase q 1 + phase q 1 ^ 2 := by
      intro s
      simp [amplitude, Fin.sum_univ_two, e, add_assoc]
    have hw : phase q 1 * phase q (-1) = 1 := by
      rw [← phase_add, add_neg_cancel]
      simp [phase]
    have hnorm : ‖phase q 1‖ = 1 := Complex.norm_exp_ofReal_mul_I _
    -- the two amplitudes are conjugate up to a phase factor
    have key : amplitude 1 1 ![-Complex.I, 1] q
        = phase q 1 ^ 2 * conj (amplitude 1 1 ![Complex.I, 1] q) := by
      rw [hamp, hamp]
      simp only [map_add, map_mul, map_pow, map_one, Complex.conj_I, phase_conj]
      linear_combination (Complex.I * phase q 1 - phase q 1 * phase q (-1) - 1) * hw
    unfold intensity
    rw [key, norm_mul, norm_pow, hnorm, one_pow, one_mul, Complex.norm_conj]

end

end ReferencePhaseRetrieval
```

```lean
#print axioms ReferencePhaseRetrieval.reference_resolves_phase
-- 'ReferencePhaseRetrieval.reference_resolves_phase' depends on axioms: [propext, Classical.choice, Quot.sound]
#print axioms ReferencePhaseRetrieval.separation_sharp
-- 'ReferencePhaseRetrieval.separation_sharp' depends on axioms: [propext, Classical.choice, Quot.sound]
```
